# In a two-defect Boltzmann model, neutral concentrations depend on one weighted mean of the formation energies

Let defects of charge $+1$ and $-1$ have concentrations $c_1=N_1e^{-\beta(E_1+\mu)}$ and $c_2=N_2e^{-\beta(E_2-\mu)}$, with positive prefactors $N_1,N_2$, formation energies $E_1,E_2$ at the zero of the Fermi level $\mu$, and inverse temperature $\beta>0$. The product $c_1c_2$ does not contain $\mu$, and if no other charges are present, neutrality makes the two factors equal, so each is $\sqrt{N_1N_2}\,e^{-\beta(E_1+E_2)/2}$: an error $\delta$ in $E_1$ alone appears in the exponent as $\delta/2$.

```lean
import Mathlib

namespace ChargedDefects

noncomputable section

/-- Two kinds of defect, of charges `+p` and `-q`, with concentration prefactors `N₁` and `N₂`
at inverse temperature `β`; all five numbers are positive. -/
structure DefectPair where
  p : ℝ
  q : ℝ
  N₁ : ℝ
  N₂ : ℝ
  β : ℝ
  p_pos : 0 < p
  q_pos : 0 < q
  N₁_pos : 0 < N₁
  N₂_pos : 0 < N₂
  β_pos : 0 < β

/-- Concentration of the defect of charge `+p` with formation energy `E₁` at Fermi level `μ`. -/
def DefectPair.positive (D : DefectPair) (E₁ μ : ℝ) : ℝ :=
  D.N₁ * Real.exp (-D.β * (E₁ + D.p * μ))

/-- Concentration of the defect of charge `-q` with formation energy `E₂` at Fermi level `μ`. -/
def DefectPair.negative (D : DefectPair) (E₂ μ : ℝ) : ℝ :=
  D.N₂ * Real.exp (-D.β * (E₂ - D.q * μ))

/-- Charge neutrality: the positive and negative defects carry opposite total charges. -/
def DefectPair.Neutral (D : DefectPair) (E₁ E₂ μ : ℝ) : Prop :=
  D.p * D.positive E₁ μ = D.q * D.negative E₂ μ

/-- The ratio `p N₁ / (q N₂)` of the charge-weighted prefactors. -/
def DefectPair.ratio (D : DefectPair) : ℝ := D.p * D.N₁ / (D.q * D.N₂)

/-- The Fermi level `(log (p N₁ / (q N₂)) / β + E₂ - E₁) / (p + q)`. -/
def DefectPair.fermiLevel (D : DefectPair) (E₁ E₂ : ℝ) : ℝ :=
  (Real.log D.ratio / D.β + E₂ - E₁) / (D.p + D.q)

variable (D : DefectPair) {E₁ E₂ μ μ' δ₁ δ₂ : ℝ}

/-- Mass-action law: the product of the concentrations, raised to the powers `q` and `p`,
is the same at every Fermi level. -/
theorem mass_action (E₁ E₂ μ : ℝ) :
    D.positive E₁ μ ^ D.q * D.negative E₂ μ ^ D.p =
      D.N₁ ^ D.q * D.N₂ ^ D.p * Real.exp (-D.β * (D.q * E₁ + D.p * E₂)) := by
  -- the Fermi level cancels in the sum of the exponents
  have e : -D.β * (D.q * E₁ + D.p * E₂) =
      -D.β * (E₁ + D.p * μ) * D.q + -D.β * (E₂ - D.q * μ) * D.p := by ring
  unfold DefectPair.positive DefectPair.negative
  rw [Real.mul_rpow D.N₁_pos.le (Real.exp_pos _).le,
    Real.mul_rpow D.N₂_pos.le (Real.exp_pos _).le,
    ← Real.exp_mul, ← Real.exp_mul, e, Real.exp_add]
  ring

/-- The defects are neutral exactly when the ratio of the charge-weighted prefactors equals
`exp (β (E₁ - E₂ + (p + q) μ))`. -/
theorem neutral_iff_ratio : D.Neutral E₁ E₂ μ ↔
    D.ratio = Real.exp (D.β * (E₁ - E₂ + (D.p + D.q) * μ)) := by
  have hne : D.q * D.N₂ ≠ 0 := (mul_pos D.q_pos D.N₂_pos).ne'
  have hsplit : Real.exp (-D.β * (E₂ - D.q * μ)) =
      Real.exp (D.β * (E₁ - E₂ + (D.p + D.q) * μ)) *
        Real.exp (-D.β * (E₁ + D.p * μ)) := by
    rw [← Real.exp_add]
    congr 1
    ring
  unfold DefectPair.Neutral DefectPair.positive DefectPair.negative DefectPair.ratio
  rw [hsplit, div_eq_iff hne]
  constructor
  · intro h
    refine mul_right_cancel₀ (Real.exp_ne_zero (-D.β * (E₁ + D.p * μ))) ?_
    linear_combination h
  · intro h
    linear_combination Real.exp (-D.β * (E₁ + D.p * μ)) * h

/-- The defects are neutral exactly at the explicit Fermi level `fermiLevel`. -/
theorem neutral_iff : D.Neutral E₁ E₂ μ ↔ μ = D.fermiLevel E₁ E₂ := by
  have hs : D.p + D.q ≠ 0 := (add_pos D.p_pos D.q_pos).ne'
  have hβ : D.β ≠ 0 := D.β_pos.ne'
  have hr : 0 < D.ratio :=
    div_pos (mul_pos D.p_pos D.N₁_pos) (mul_pos D.q_pos D.N₂_pos)
  rw [neutral_iff_ratio]
  constructor
  · intro h
    unfold DefectPair.fermiLevel
    rw [h, Real.log_exp, mul_div_cancel_left₀ _ hβ, eq_div_iff hs]
    ring
  · rintro rfl
    have h1 : D.fermiLevel E₁ E₂ * (D.p + D.q) = Real.log D.ratio / D.β + E₂ - E₁ :=
      (eq_div_iff hs).mp rfl
    have h2 : Real.log D.ratio / D.β * D.β = Real.log D.ratio := (eq_div_iff hβ).mp rfl
    have h3 : D.β * (E₁ - E₂ + (D.p + D.q) * D.fermiLevel E₁ E₂) = Real.log D.ratio := by
      linear_combination D.β * h1 + h2
    rw [h3, Real.exp_log hr]

/-- Exactly one Fermi level gives neutrality, and there both concentrations are constants,
free of the formation energies, times `exp (-β (q E₁ + p E₂) / (p + q))`. -/
theorem neutral_concentrations (E₁ E₂ : ℝ) :
    (∃! μ, D.Neutral E₁ E₂ μ) ∧ ∀ μ, D.Neutral E₁ E₂ μ →
      D.positive E₁ μ = D.N₁ * D.ratio ^ (-D.p / (D.p + D.q)) *
        Real.exp (-D.β * (D.q * E₁ + D.p * E₂) / (D.p + D.q)) ∧
      D.negative E₂ μ = D.N₂ * D.ratio ^ (D.q / (D.p + D.q)) *
        Real.exp (-D.β * (D.q * E₁ + D.p * E₂) / (D.p + D.q)) := by
  have hs : D.p + D.q ≠ 0 := (add_pos D.p_pos D.q_pos).ne'
  refine ⟨⟨D.fermiLevel E₁ E₂, (neutral_iff D).2 rfl, fun _ h => (neutral_iff D).1 h⟩, ?_⟩
  intro μ h
  have hr := (neutral_iff_ratio D).1 h
  -- split each exponent into a prefactor part and the common energy part
  have e₁ : -D.β * (E₁ + D.p * μ) =
      D.β * (E₁ - E₂ + (D.p + D.q) * μ) * (-D.p / (D.p + D.q)) +
        -D.β * (D.q * E₁ + D.p * E₂) / (D.p + D.q) := by
    rw [← mul_div_assoc, ← add_div, eq_div_iff hs]
    ring
  have e₂ : -D.β * (E₂ - D.q * μ) =
      D.β * (E₁ - E₂ + (D.p + D.q) * μ) * (D.q / (D.p + D.q)) +
        -D.β * (D.q * E₁ + D.p * E₂) / (D.p + D.q) := by
    rw [← mul_div_assoc, ← add_div, eq_div_iff hs]
    ring
  constructor
  · unfold DefectPair.positive
    rw [hr, ← Real.exp_mul, e₁, Real.exp_add]
    ring
  · unfold DefectPair.negative
    rw [hr, ← Real.exp_mul, e₂, Real.exp_add]
    ring

/-- Errors `δ₁`, `δ₂` in the formation energies multiply both neutral concentrations by
`exp (-β (q δ₁ + p δ₂) / (p + q))`, the Fermi level being readjusted to neutrality. -/
theorem error_propagation (h : D.Neutral E₁ E₂ μ)
    (h' : D.Neutral (E₁ + δ₁) (E₂ + δ₂) μ') :
    D.positive (E₁ + δ₁) μ' = D.positive E₁ μ *
      Real.exp (-D.β * (D.q * δ₁ + D.p * δ₂) / (D.p + D.q)) ∧
    D.negative (E₂ + δ₂) μ' = D.negative E₂ μ *
      Real.exp (-D.β * (D.q * δ₁ + D.p * δ₂) / (D.p + D.q)) := by
  obtain ⟨a, b⟩ := (neutral_concentrations D E₁ E₂).2 μ h
  obtain ⟨a', b'⟩ := (neutral_concentrations D (E₁ + δ₁) (E₂ + δ₂)).2 μ' h'
  have e : Real.exp (-D.β * (D.q * (E₁ + δ₁) + D.p * (E₂ + δ₂)) / (D.p + D.q)) =
      Real.exp (-D.β * (D.q * E₁ + D.p * E₂) / (D.p + D.q)) *
        Real.exp (-D.β * (D.q * δ₁ + D.p * δ₂) / (D.p + D.q)) := by
    rw [← Real.exp_add]
    congr 1
    ring
  rw [a, b, a', b', e]
  constructor <;> ring

/-- A band-edge shift `E₁ + p s`, `E₂ - q s` moves the neutral Fermi level by `-s` and leaves
both concentrations unchanged. -/
theorem band_edge_shift (s : ℝ) (h : D.Neutral E₁ E₂ μ) :
    D.Neutral (E₁ + D.p * s) (E₂ - D.q * s) (μ - s) ∧
    D.positive (E₁ + D.p * s) (μ - s) = D.positive E₁ μ ∧
    D.negative (E₂ - D.q * s) (μ - s) = D.negative E₂ μ := by
  have a : D.positive (E₁ + D.p * s) (μ - s) = D.positive E₁ μ := by
    have e : E₁ + D.p * s + D.p * (μ - s) = E₁ + D.p * μ := by ring
    unfold DefectPair.positive
    rw [e]
  have b : D.negative (E₂ - D.q * s) (μ - s) = D.negative E₂ μ := by
    have e : E₂ - D.q * s - D.q * (μ - s) = E₂ - D.q * μ := by ring
    unfold DefectPair.negative
    rw [e]
  refine ⟨?_, a, b⟩
  unfold DefectPair.Neutral
  rw [a, b]
  exact h

/-- Errors in the formation energies leave the neutral concentration of the positive defect
unchanged exactly when they have the form `p s`, `-q s` of a band-edge shift. -/
theorem unchanged_iff_band_edge_shift (h : D.Neutral E₁ E₂ μ)
    (h' : D.Neutral (E₁ + δ₁) (E₂ + δ₂) μ') :
    D.positive (E₁ + δ₁) μ' = D.positive E₁ μ ↔
      ∃ s, δ₁ = D.p * s ∧ δ₂ = -D.q * s := by
  have hs : D.p + D.q ≠ 0 := (add_pos D.p_pos D.q_pos).ne'
  have hc : D.positive E₁ μ ≠ 0 := (mul_pos D.N₁_pos (Real.exp_pos _)).ne'
  rw [(error_propagation D h h').1]
  constructor
  · intro hh
    have h1 := mul_left_cancel₀ hc (hh.trans (mul_one _).symm)
    have h2 := (div_eq_iff hs).mp ((Real.exp_eq_one_iff _).mp h1)
    rw [zero_mul] at h2
    have h0 : D.q * δ₁ + D.p * δ₂ = 0 :=
      (mul_eq_zero.mp h2).resolve_left (neg_ne_zero.mpr D.β_pos.ne')
    have ht : δ₁ / D.p * D.p = δ₁ := (eq_div_iff D.p_pos.ne').mp rfl
    refine ⟨δ₁ / D.p, by linear_combination -ht, mul_left_cancel₀ D.p_pos.ne' ?_⟩
    linear_combination h0 + D.q * ht
  · rintro ⟨s, rfl, rfl⟩
    have e : -D.β * (D.q * (D.p * s) + D.p * (-D.q * s)) / (D.p + D.q) = 0 := by ring
    rw [e, Real.exp_zero, mul_one]

/-- For equal charges `p = q`, an error `δ` in `E₁` alone enters the exponent of both neutral
concentrations as `δ / 2`, while at fixed Fermi level it enters that of the positive defect
in full. -/
theorem equal_charges_halve_error {δ : ℝ} (hpq : D.p = D.q) (h : D.Neutral E₁ E₂ μ)
    (h' : D.Neutral (E₁ + δ) E₂ μ') :
    D.positive (E₁ + δ) μ' = D.positive E₁ μ * Real.exp (-D.β * δ / 2) ∧
    D.negative E₂ μ' = D.negative E₂ μ * Real.exp (-D.β * δ / 2) ∧
    D.positive (E₁ + δ) μ = D.positive E₁ μ * Real.exp (-D.β * δ) := by
  have h'' : D.Neutral (E₁ + δ) (E₂ + 0) μ' := by
    rw [add_zero E₂]
    exact h'
  obtain ⟨a, b⟩ := error_propagation D h h''
  have e : -D.β * (D.q * δ + D.p * 0) / (D.p + D.q) = -D.β * δ / 2 := by
    rw [hpq, div_eq_div_iff (add_pos D.q_pos D.q_pos).ne' two_ne_zero]
    ring
  rw [e] at a b
  rw [add_zero E₂] at b
  refine ⟨a, b, ?_⟩
  -- at fixed Fermi level the Boltzmann factor takes the whole error
  have e' : -D.β * (E₁ + δ + D.p * μ) = -D.β * (E₁ + D.p * μ) + -D.β * δ := by ring
  unfold DefectPair.positive
  rw [e', Real.exp_add, mul_assoc]

end

end ChargedDefects
```

```lean
#print axioms ChargedDefects.neutral_concentrations
#print axioms ChargedDefects.band_edge_shift
#print axioms ChargedDefects.unchanged_iff_band_edge_shift
#print axioms ChargedDefects.equal_charges_halve_error
```

```
'ChargedDefects.neutral_concentrations' depends on axioms: [propext, Classical.choice, Quot.sound]
'ChargedDefects.band_edge_shift' depends on axioms: [propext, Classical.choice, Quot.sound]
'ChargedDefects.unchanged_iff_band_edge_shift' depends on axioms: [propext, Classical.choice, Quot.sound]
'ChargedDefects.equal_charges_halve_error' depends on axioms: [propext, Classical.choice, Quot.sound]
```

## Concentrations, charges and the neutral Fermi level

A term `D : DefectPair` holds the charge magnitudes $p,q$, the prefactors $N_1,N_2$ and $\beta$, together with proofs that all five are positive. The charges are real numbers in units of the elementary charge, so the integer charges of actual defects are a special case. The energies and the Fermi level are arbitrary reals. The functions `D.positive E₁ μ` and `D.negative E₂ μ` are the concentrations

$$c_1=N_1e^{-\beta(E_1+p\mu)},\qquad c_2=N_2e^{-\beta(E_2-q\mu)},$$

and `D.Neutral E₁ E₂ μ` is the equation $pc_1=qc_2$. The number `D.ratio` is $r=pN_1/(qN_2)$.

The theorem `neutral_concentrations` says that exactly one $\mu$ is neutral, and that at this $\mu$

$$c_1=N_1r^{-p/(p+q)}X,\qquad c_2=N_2r^{q/(p+q)}X,\qquad X=e^{-\beta(qE_1+pE_2)/(p+q)}.$$

The factors in front of $X$ contain no formation energy. Each energy is weighted by the charge of the other defect.

The theorems placed after it in the code compare two neutral states. In `error_propagation`, the energies change by $\delta_1,\delta_2$ and the Fermi level moves from $\mu$ to a new neutral value $\mu'$. Both concentrations are then multiplied by $e^{-\beta(q\delta_1+p\delta_2)/(p+q)}$. `band_edge_shift` treats the errors $ps$ and $-qs$: the neutral Fermi level moves by $-s$ and both concentrations stay as they were. `unchanged_iff_band_edge_shift` adds that errors of this form are the only ones that leave the neutral concentration of the positive defect unchanged.

For $p=q$, `equal_charges_halve_error` puts an error $\delta$ in $E_1$ and none in $E_2$. At neutrality both concentrations acquire the factor $e^{-\beta\delta/2}$. At fixed $\mu$ the positive defect acquires $e^{-\beta\delta}$. What is halved is thus the error in the exponent, and part of it has passed to the negative defect, whose own formation energy was correct. Equal errors in both energies are not halved: with $\delta_1=\delta_2=\delta$ the weights add to one and the factor is $e^{-\beta\delta}$.

## What a band-edge error does to defect populations

The prefactors stand for the density of available sites, multiplied by any degeneracy or vibrational factor. They are taken as given and independent of $\mu$. The Boltzmann form describes dilute defects that do not interact and do not fill their sites. The chemical potentials of exchanged atoms are held fixed inside $E_1$ and $E_2$.

Formation energies are often quoted with the Fermi level measured from the valence-band edge. If a change of electronic-structure method raises that edge by $s$ and alters nothing else, the energies at the new zero become $E_1+ps$ and $E_2-qs$, while the same absolute Fermi level now reads $\mu-s$. This is the shift in the theorem. For two dilute defects that compensate only each other, a method that misplaces the band edge can therefore still give the right neutral concentrations, although the Fermi level it reports relative to that edge is wrong.

The neutrality equation contains no free electrons or holes and no third charged species. Carrier densities depend on the distance from the Fermi level to the band edges, so where they matter in the charge balance, the cancellation should not be expected to persist in this form.

## Eliminating the Fermi level

Raise $c_1$ to the power $q$ and $c_2$ to the power $p$. The Fermi level enters the combined exponent as $-\beta(qp\mu-pq\mu)=0$, which leaves the mass-action law

$$c_1^{\,q}c_2^{\,p}=N_1^{\,q}N_2^{\,p}e^{-\beta(qE_1+pE_2)}.$$

This is `mass_action`. It shows where the weighted energy comes from, but the later proofs do not call it; they work from the neutrality equation.

Divide $pc_1=qc_2$ by $qN_2e^{-\beta(E_1+p\mu)}$, which is positive:

$$r=e^{\beta(E_1-E_2+(p+q)\mu)}.$$

In `neutral_iff_ratio`, the identity `hsplit` writes the second Boltzmann factor as this exponential times the first one, and the common factor is then cancelled. Since $r>0$, taking the logarithm gives

$$\mu=\frac{\beta^{-1}\ln r+E_2-E_1}{p+q}.$$

`neutral_iff` proves both directions: a neutral $\mu$ must have this value, called `fermiLevel`, and this value is neutral. Existence and uniqueness follow together.

Insert the value into the two exponents:

$$E_1+p\mu=\frac{qE_1+pE_2}{p+q}+\frac{p}{p+q}\frac{\ln r}{\beta},$$

$$E_2-q\mu=\frac{qE_1+pE_2}{p+q}-\frac{q}{p+q}\frac{\ln r}{\beta}.$$

Multiplying by $-\beta$ and exponentiating gives the closed forms for $c_1$ and $c_2$. The Lean proof does the same without the logarithm. It replaces $r$ by its exponential, uses `Real.exp_mul` to turn the power of $r$ into a product in the exponent, and checks the splitting of each exponent in `e₁` and `e₂`.

## Following the energy errors

Replace $E_1,E_2$ by $E_1+\delta_1,E_2+\delta_2$ in the closed forms. The prefactors do not change, and

$$q(E_1+\delta_1)+p(E_2+\delta_2)=(qE_1+pE_2)+(q\delta_1+p\delta_2),$$

so $X$ is multiplied by $e^{-\beta(q\delta_1+p\delta_2)/(p+q)}$. The proof of `error_propagation` applies `neutral_concentrations` to both states and splits the exponential in this way.

For a band-edge shift, the exponents themselves are unchanged:

$$E_1+ps+p(\mu-s)=E_1+p\mu,\qquad E_2-qs-q(\mu-s)=E_2-q\mu.$$

Both concentrations are therefore the same at $\mu-s$ as they were at $\mu$, and the neutrality equation carries over. The two `ring` steps in `band_edge_shift` are these identities.

Conversely, suppose that $c_1$ is unchanged between the two neutral states. Because $c_1>0$, its error factor must be one, so its exponent is zero. As $\beta>0$ and $p+q>0$, this means $q\delta_1+p\delta_2=0$. Set $s=\delta_1/p$; then $\delta_1=ps$ and $\delta_2=-q\delta_1/p=-qs$. The forward half of `unchanged_iff_band_edge_shift` follows these steps, and the other half substitutes the shift and finds a zero exponent.

Finally, put $p=q$, $\delta_1=\delta$ and $\delta_2=0$. The weighted error is $q\delta/(2q)=\delta/2$, which `equal_charges_halve_error` obtains from `error_propagation`. The comparison at fixed Fermi level comes directly from the definition of $c_1$, since

$$-\beta(E_1+\delta+p\mu)=-\beta(E_1+p\mu)-\beta\delta.$$
